# Chains with zero diagonal and nonzero real couplings: the approximate occupation $\tfrac12-\tfrac x4[(I-ixB)^{-1}]_{00}$ tends, as $x\to+\infty$, to $\tfrac12$ for an even number of sites and to $-\infty$ for odd

Let $B$ be the real symmetric tridiagonal matrix of a chain of $P=n+1$ sites, numbered from 0, with zero diagonal and coupling $b_k$ between sites $k$ and $k+1$. Define

$$F(x)=\frac12-\frac x4\,\big[(I-ixB)^{-1}\big]_{00},\qquad x=\frac{\varepsilon-\mu}{k_BT},$$

for a level $\varepsilon$, chemical potential $\mu$ and temperature $T$. With $b_k=1/\big(2\sqrt{(2k+1)(2k+3)}\big)$, $F$ is a truncated continued fraction of the Fermi function; here the couplings are arbitrary real numbers, for which $F$ need not be close to the Fermi function, and the chain is auxiliary, not a physical lattice.

```lean
import Mathlib

open Matrix Filter Topology

namespace ContinuedFractionOccupation

noncomputable section
```

In `chain b P`, the sequence `b : ℕ → ℝ` is infinite, but only its first $P-1$ entries enter.

```lean
/-- The real symmetric tridiagonal matrix of a chain of `P` sites with zero diagonal and
coupling `b k` between sites `k` and `k + 1`. -/
def chain (b : ℕ → ℝ) (P : ℕ) : Matrix (Fin P) (Fin P) ℝ :=
  Matrix.of fun i j =>
    if (i : ℕ) + 1 = j then b i else if (j : ℕ) + 1 = i then b j else 0
```

`pencil` is $I-ixB$ over the complex numbers.

```lean
/-- The matrix `I - i x B` for the chain matrix `B`. -/
def pencil (b : ℕ → ℝ) (P : ℕ) (x : ℝ) : Matrix (Fin P) (Fin P) ℂ :=
  1 - (Complex.I * x) • (chain b P).map (fun r => (r : ℂ))
```

`occupation b n x` is $F(x)$ for `n + 1` sites, so site 0 always exists. It is complex-valued, and the limits below concern its real part.

```lean
/-- The approximate occupation `F(x) = 1/2 - (x/4) ((I - i x B)⁻¹)₀₀` of a chain with
`n + 1` sites. -/
def occupation (b : ℕ → ℝ) (n : ℕ) (x : ℝ) : ℂ :=
  1 / 2 - (x : ℂ) / 4 * (pencil b (n + 1) x)⁻¹ 0 0
```

## Real couplings and zero diagonal: a positive continued fraction

Both conditions are built into `chain`. The zero diagonal gives $F$ the particle-hole symmetry of the Fermi function, $f(-x)=1-f(x)$. Real couplings make $B$ Hermitian.

Write $g$ for the continued fraction `cf b n x`, and a prime for the chain without its first site, so that $b'_k=b_{k+1}$. Then $g=1$ for $n=0$, and otherwise

$$g=\frac1{1+x^2b_0^2\,g'}.$$

```lean
/-- The finite continued fraction `1/(1 + x² b₀²/(1 + x² b₁²/(1 + ...)))` with `n` couplings. -/
def cf : (ℕ → ℝ) → ℕ → ℝ → ℝ
  | _, 0, _ => 1
  | b, n + 1, x => 1 / (1 + x ^ 2 * b 0 ^ 2 * cf (fun k => b (k + 1)) n x)
```

Since $b_0^2\ge0$, induction gives $g>0$, and no denominator vanishes.

```lean
/-- The continued fraction is positive at every real `x`. -/
theorem cf_pos (b : ℕ → ℝ) (n : ℕ) (x : ℝ) : 0 < cf b n x := by
  induction n generalizing b with
  | zero => simp [cf]
  | succ n ih =>
    have h := ih (fun k => b (k + 1))
    rw [cf]
    positivity
```

To see that $g$ is the corner element, solve $(I-ixB)w=e_0$. For one site, $w_0=1$. For more sites, the rows split into

$$w_0-ixb_0w_1=1,\qquad (I-ixB')\,w_{\rm tail}=ixb_0w_0\,e_0 .$$

`pencil_rows` is this splitting, for any vector.

```lean
/-- Splitting off the first site: for any vector `v`, the first entry of `(I - i x B) v` involves
only the first two entries of `v`, and the other entries are those of the shortened chain's matrix
applied to the tail of `v`, with `i x b₀ v₀` subtracted from the first of them. -/
theorem pencil_rows (b : ℕ → ℝ) (n : ℕ) (x : ℝ) (v : Fin (n + 2) → ℂ) :
    (pencil b (n + 2) x *ᵥ v) 0 = v 0 - Complex.I * x * b 0 * v (Fin.succ 0) ∧
    ∀ k : Fin (n + 1), (pencil b (n + 2) x *ᵥ v) k.succ =
      (pencil (fun k => b (k + 1)) (n + 1) x *ᵥ fun j => v j.succ) k
        - Complex.I * x * b 0 * v 0 * (Pi.single 0 1 : Fin (n + 1) → ℂ) k := by
  constructor
  · simp [Matrix.mulVec, dotProduct, Fin.sum_univ_succ, pencil, chain, Matrix.one_apply,
      (Fin.succ_ne_zero _).symm]
    ring
  · intro k
    have h0 : pencil b (n + 2) x k.succ 0 =
        -(Complex.I * x * b 0) * (Pi.single 0 1 : Fin (n + 1) → ℂ) k := by
      cases k using Fin.cases <;> simp [pencil, chain]
    have h1 : ∀ j : Fin (n + 1), pencil b (n + 2) x k.succ j.succ =
        pencil (fun k => b (k + 1)) (n + 1) x k j := by
      intro j
      simp [pencil, chain, Matrix.one_apply]
    simp only [Matrix.mulVec, dotProduct]
    rw [Fin.sum_univ_succ, h0]
    simp only [h1]
    ring
```

If $w'$ solves the shortened problem, with $w'_0=g'$, then $w_{\rm tail}=ixb_0w_0\,w'$ satisfies the second equation. With this choice $w_1=ixb_0w_0g'$, and the first row becomes $w_0(1+x^2b_0^2g')=1$, that is, $w_0=g$. The Lean induction builds this vector with `Matrix.vecCons`; `Complex.I_sq` supplies $i^2=-1$.

```lean
/-- The equation `(I - i x B) w = e₀` has a solution whose component on the first site is the
continued fraction. -/
theorem exists_response (b : ℕ → ℝ) (n : ℕ) (x : ℝ) :
    ∃ w : Fin (n + 1) → ℂ, pencil b (n + 1) x *ᵥ w = Pi.single 0 1 ∧ w 0 = cf b n x := by
  induction n generalizing b with
  | zero =>
    refine ⟨fun _ => 1, ?_, by simp [cf]⟩
    ext k
    fin_cases k
    simp [Matrix.mulVec, dotProduct, pencil, chain]
  | succ n ih =>
    obtain ⟨w, hw, hw0⟩ := ih (fun k => b (k + 1))
    have hpos := cf_pos (fun k => b (k + 1)) n x
    have hp : 1 + x ^ 2 * b 0 ^ 2 * cf (fun k => b (k + 1)) n x ≠ 0 := by positivity
    have hg : cf b (n + 1) x * (1 + x ^ 2 * b 0 ^ 2 * cf (fun k => b (k + 1)) n x) = 1 := by
      rw [cf]
      exact one_div_mul_cancel hp
    have hgC : (cf b (n + 1) x : ℂ) *
        (1 + (x : ℂ) ^ 2 * (b 0 : ℂ) ^ 2 * (cf (fun k => b (k + 1)) n x : ℂ)) = 1 := by
      exact_mod_cast hg
    -- the tail of the solution is a multiple of the solution for the shortened chain
    refine ⟨Matrix.vecCons (cf b (n + 1) x : ℂ)
      ((Complex.I * x * b 0 * cf b (n + 1) x) • w), ?_, rfl⟩
    ext k
    cases k using Fin.cases with
    | zero =>
      rw [(pencil_rows b n x _).1]
      simp only [Matrix.cons_val_zero, Matrix.cons_val_succ, Pi.smul_apply, smul_eq_mul, hw0,
        Pi.single_eq_same]
      linear_combination hgC - (x : ℂ) ^ 2 * (b 0 : ℂ) ^ 2 * (cf b (n + 1) x : ℂ) *
        (cf (fun k => b (k + 1)) n x : ℂ) * Complex.I_sq
    | succ k =>
      have e : (fun j : Fin (n + 1) => Matrix.vecCons (cf b (n + 1) x : ℂ)
          ((Complex.I * x * b 0 * cf b (n + 1) x) • w) j.succ) =
          (Complex.I * x * b 0 * cf b (n + 1) x) • w := rfl
      rw [(pencil_rows b n x _).2 k, e, Matrix.mulVec_smul, hw, Pi.smul_apply, smul_eq_mul,
        Matrix.cons_val_zero, Pi.single_eq_of_ne (Fin.succ_ne_zero k)]
      ring
```

With zero source, the same elimination gives $v_0(1+x^2b_0^2g')=0$, so $v_0=0$. The tail is $ixb_0v_0w'$, because the shortened matrix is nonsingular by induction, so it vanishes too. Thus $I-ixB$ is nonsingular.

```lean
/-- The matrix `I - i x B` is nonsingular for every real `x`. -/
theorem pencil_det_ne_zero (b : ℕ → ℝ) (n : ℕ) (x : ℝ) : (pencil b (n + 1) x).det ≠ 0 := by
  induction n generalizing b with
  | zero => simp [Matrix.det_unique, pencil, chain]
  | succ n ih =>
    intro hd
    obtain ⟨v, hv, h⟩ := Matrix.exists_mulVec_eq_zero_iff.mpr hd
    obtain ⟨w, hw, hw0⟩ := exists_response (fun k => b (k + 1)) n x
    -- a null vector is fixed by its first component
    have ht : (fun j : Fin (n + 1) => v j.succ) - (Complex.I * x * b 0 * v 0) • w = 0 := by
      apply Matrix.eq_zero_of_mulVec_eq_zero (ih (fun k => b (k + 1)))
      rw [Matrix.mulVec_sub, Matrix.mulVec_smul, hw]
      ext k
      have hk := congrFun h k.succ
      rw [(pencil_rows b n x v).2 k] at hk
      exact hk
    have hs : ∀ j : Fin (n + 1), v j.succ = Complex.I * x * b 0 * v 0 * w j :=
      fun j => sub_eq_zero.mp (congrFun ht j)
    have h0 := congrFun h 0
    rw [(pencil_rows b n x v).1, hs, hw0, Pi.zero_apply] at h0
    have hpos := cf_pos (fun k => b (k + 1)) n x
    have hp : 1 + x ^ 2 * b 0 ^ 2 * cf (fun k => b (k + 1)) n x ≠ 0 := by positivity
    have hm : v 0 * ((1 + x ^ 2 * b 0 ^ 2 * cf (fun k => b (k + 1)) n x : ℝ) : ℂ) = 0 := by
      push_cast
      linear_combination h0 + (x : ℂ) ^ 2 * (b 0 : ℂ) ^ 2 *
        (cf (fun k => b (k + 1)) n x : ℂ) * v 0 * Complex.I_sq
    have hv0 : v 0 = 0 := (mul_eq_zero.mp hm).resolve_right (Complex.ofReal_ne_zero.mpr hp)
    apply hv
    ext k
    cases k using Fin.cases with
    | zero => exact hv0
    | succ k => rw [hs, hv0]; simp
```

The inverse therefore maps $e_0$ to $w$, and $F=\tfrac12-\tfrac x4g$ is real.

```lean
/-- The occupation is real and is given by the continued fraction in the couplings. -/
theorem occupation_eq (b : ℕ → ℝ) (n : ℕ) (x : ℝ) :
    occupation b n x = ((1 / 2 - x / 4 * cf b n x : ℝ) : ℂ) := by
  obtain ⟨w, hw, hw0⟩ := exists_response b n x
  have hu := isUnit_iff_ne_zero.mpr (pencil_det_ne_zero b n x)
  have h1 : (pencil b (n + 1) x)⁻¹ *ᵥ Pi.single 0 1 = w := by
    rw [← hw, Matrix.mulVec_mulVec, Matrix.nonsing_inv_mul _ hu, Matrix.one_mulVec]
  have h2 : ((pencil b (n + 1) x)⁻¹ *ᵥ Pi.single 0 1) 0 = (pencil b (n + 1) x)⁻¹ 0 0 := by
    simp
  rw [occupation, ← h2, h1, hw0]
  push_cast
  ring
```

Without the zero diagonal, take one site with $B=(a)$, $a\neq0$. Then $F=\tfrac12-\tfrac x4\,\frac{1+ixa}{1+x^2a^2}\to\tfrac12-\tfrac{i}{4a}$: it is not real for $x\ne0$, and its real part does not diverge although $P$ is odd. Without real couplings, take two sites with $b_0=i$ in both off-diagonal entries, so that $B$ is symmetric but not Hermitian: the determinant $1+x^2b_0^2=1-x^2$ vanishes at $x=1$.

## Nonzero couplings: the parity of the whole chain

The hypothesis `hb : ∀ k < n, b k ≠ 0` says that the chain is connected from end to end; for one site it is empty. It enters when $g$ is followed to large $x$:

- For $n=0$, $g=1$.
- For even $n\ge2$, $x^2g'\to c'>0$, so $g\to1/(1+b_0^2c')>0$.
- For odd $n$, $g'\to c'>0$, so $x^2g=1/(x^{-2}+b_0^2g')\to1/(b_0^2c')>0$.

The last limit needs $b_0\neq0$. The Lean induction runs over all coupling sequences, so that it applies to the shifted one, and proves both parities together.

```lean
/-- For nonzero couplings and large `x`, the continued fraction tends to a positive constant if
the number `n` of couplings is even, and falls off as a positive constant over `x²` if it is odd. -/
theorem cf_asymptotics (b : ℕ → ℝ) (n : ℕ) (hb : ∀ k < n, b k ≠ 0) :
    (Even n → ∃ c > 0, Tendsto (fun x => cf b n x) atTop (𝓝 c)) ∧
    (Odd n → ∃ c > 0, Tendsto (fun x => x ^ 2 * cf b n x) atTop (𝓝 c)) := by
  induction n generalizing b with
  | zero =>
    refine ⟨fun _ => ⟨1, one_pos, ?_⟩, fun h => by simp at h⟩
    simp only [cf]
    exact tendsto_const_nhds
  | succ n ih =>
    have hi := ih (fun k => b (k + 1)) (fun k hk => hb (k + 1) (by omega))
    have hb0 : b 0 ≠ 0 := hb 0 (by omega)
    constructor
    · intro h
      obtain ⟨c, hc, ht⟩ := hi.2 (Nat.not_even_iff_odd.mp (Nat.even_add_one.mp h))
      have hne : 1 + b 0 ^ 2 * c ≠ 0 := by positivity
      refine ⟨(1 + b 0 ^ 2 * c)⁻¹, by positivity,
        (((ht.const_mul (b 0 ^ 2)).const_add 1).inv₀ hne).congr (fun x => ?_)⟩
      rw [cf, one_div]
      congr 1
      ring
    · intro h
      obtain ⟨c, hc, ht⟩ := hi.1 (Nat.not_odd_iff_even.mp (Nat.odd_add_one.mp h))
      have hx : Tendsto (fun x : ℝ => (x ^ 2)⁻¹) atTop (𝓝 0) :=
        (tendsto_pow_atTop two_ne_zero).inv_tendsto_atTop
      have hne : 0 + b 0 ^ 2 * c ≠ 0 := by positivity
      refine ⟨(0 + b 0 ^ 2 * c)⁻¹, by positivity,
        ((hx.add (ht.const_mul (b 0 ^ 2))).inv₀ hne).congr' ?_⟩
      filter_upwards [eventually_gt_atTop 0] with x hx0
      have e : (x ^ 2)⁻¹ + b 0 ^ 2 * cf (fun k => b (k + 1)) n x =
          (1 + x ^ 2 * b 0 ^ 2 * cf (fun k => b (k + 1)) n x) / x ^ 2 := by
        field_simp
      rw [e, inv_div, cf, mul_one_div]
```

Let $c>0$ be the limit of $x^2g$ for even $P$, or of $g$ for odd $P$. Then, respectively,

$$x\left(\tfrac12-F\right)=\tfrac14x^2g\to\tfrac c4,\qquad \frac Fx=\frac1{2x}-\frac g4\to-\frac c4 .$$

```lean
/-- For nonzero couplings, as `x` tends to `+∞` the occupation approaches `1/2` from below, with a
difference that falls off as a positive constant over `x`, for an even number of sites, and diverges
linearly to negative values for an odd number. -/
theorem occupation_rates (b : ℕ → ℝ) (n : ℕ) (hb : ∀ k < n, b k ≠ 0) :
    (Even (n + 1) → ∃ c > 0,
      Tendsto (fun x => x * (1 / 2 - (occupation b n x).re)) atTop (𝓝 c)) ∧
    (Odd (n + 1) → ∃ c > 0,
      Tendsto (fun x => (occupation b n x).re / x) atTop (𝓝 (-c))) := by
  constructor
  · intro h
    obtain ⟨c, hc, ht⟩ :=
      (cf_asymptotics b n hb).2 (Nat.not_even_iff_odd.mp (Nat.even_add_one.mp h))
    refine ⟨c / 4, by positivity, (ht.div_const 4).congr (fun x => ?_)⟩
    rw [occupation_eq, Complex.ofReal_re]
    ring
  · intro h
    obtain ⟨c, hc, ht⟩ :=
      (cf_asymptotics b n hb).1 (Nat.not_odd_iff_even.mp (Nat.odd_add_one.mp h))
    have t := ((tendsto_inv_atTop_zero (𝕜 := ℝ)).const_mul (1 / 2)).sub (ht.div_const 4)
    have e : (1 / 2 * 0 - c / 4 : ℝ) = -(c / 4) := by ring
    rw [e] at t
    refine ⟨c / 4, by positivity, t.congr' ?_⟩
    filter_upwards [eventually_gt_atTop 0] with x hx0
    have hx : x * x⁻¹ = 1 := mul_inv_cancel₀ hx0.ne'
    rw [occupation_eq, Complex.ofReal_re, div_eq_mul_inv _ x]
    linear_combination (cf b n x / 4) * hx
```

Dividing the first expression by $x$ gives $F\to\tfrac12$; multiplying the second by $x$ gives $F\to-\infty$.

```lean
/-- For nonzero couplings, as `x` tends to `+∞` the occupation tends to `1/2` if the number
`n + 1` of sites is even, and to `-∞` if it is odd. -/
theorem occupation_parity (b : ℕ → ℝ) (n : ℕ) (hb : ∀ k < n, b k ≠ 0) :
    (Even (n + 1) → Tendsto (fun x => (occupation b n x).re) atTop (𝓝 (1 / 2))) ∧
    (Odd (n + 1) → Tendsto (fun x => (occupation b n x).re) atTop atBot) := by
  constructor
  · intro h
    obtain ⟨c, _, ht⟩ := (occupation_rates b n hb).1 h
    have t := (ht.mul (tendsto_inv_atTop_zero (𝕜 := ℝ))).const_sub (1 / 2)
    rw [mul_zero, sub_zero] at t
    refine t.congr' ?_
    filter_upwards [eventually_gt_atTop 0] with x hx0
    have hx : x * x⁻¹ = 1 := mul_inv_cancel₀ hx0.ne'
    linear_combination ((occupation b n x).re - 1 / 2) * hx
  · intro h
    obtain ⟨c, hc, ht⟩ := (occupation_rates b n hb).2 h
    refine (ht.neg_mul_atTop (neg_lt_zero.mpr hc) tendsto_id).congr' ?_
    filter_upwards [eventually_gt_atTop 0] with x hx0
    exact div_mul_cancel₀ _ hx0.ne'
```

A level far above the chemical potential should be empty, but at fixed $P$ this one-level approximation never tends to 0, by uniqueness of limits for even $P$ and by divergence for odd $P$. The theorems give no estimate of the $x$ at which the failure sets in.

```lean
/-- For nonzero couplings and any number of sites, the occupation does not tend to `0` as `x`
tends to `+∞`. -/
theorem occupation_not_tendsto_zero (b : ℕ → ℝ) (n : ℕ) (hb : ∀ k < n, b k ≠ 0) :
    ¬ Tendsto (fun x => (occupation b n x).re) atTop (𝓝 0) := by
  intro h0
  rcases Nat.even_or_odd (n + 1) with h | h
  · have := tendsto_nhds_unique h0 ((occupation_parity b n hb).1 h)
    norm_num at this
  · exact not_tendsto_nhds_of_tendsto_atBot ((occupation_parity b n hb).2 h) 0 h0
```

If $b_0=0$, site 0 is alone and $F=\tfrac12-\tfrac x4$ for every length. For two sites this tends to $-\infty$, not $\tfrac12$, so the even case fails if its coupling may vanish.

```lean
/-- If the first coupling vanishes, the occupation is `1/2 - x/4` for every number of sites. -/
theorem occupation_decoupled (b : ℕ → ℝ) (n : ℕ) (x : ℝ) (hb : b 0 = 0) :
    occupation b n x = 1 / 2 - (x : ℂ) / 4 := by
  rw [occupation_eq]
  cases n <;> simp [cf, hb]

end

end ContinuedFractionOccupation
```

```lean
#print axioms ContinuedFractionOccupation.occupation_not_tendsto_zero
#print axioms ContinuedFractionOccupation.occupation_decoupled
```

```
'ContinuedFractionOccupation.occupation_not_tendsto_zero' depends on axioms: [propext, Classical.choice, Quot.sound]
'ContinuedFractionOccupation.occupation_decoupled' depends on axioms: [propext, Classical.choice, Quot.sound]
```
